# In the rigid-displacement formula, the squared dipole frequency of a jellium sphere is the squared Mie frequency times the fraction of electrons inside

Take a ball of uniform positive charge with density $n_0$ and radius $R>0$, and an electron cloud of constant density $\rho_0>0$ that ends sharply at radius $a>R$. Move the whole cloud a small distance along $z$. The electron density changes only at the cloud's edge, where electrons appear on one side and disappear on the other. That edge lies outside the background, where the field is that of the total charge $4\pi n_0R^3/3$ and falls off as $1/a^2$. The area of the edge grows as $a^2$, so for a given $\rho_0$ the total restoring force per displacement does not depend on $a$. The cloud being moved, however, contains $N=4\pi\rho_0a^3/3$ electrons. In atomic units, force per displacement divided by mass gives

$$\omega^2=\frac{4\pi}{3N}\,\rho_0\,\frac{4\pi n_0}{3}R^3=\frac{4\pi n_0}{3}\,\frac{R^3}{a^3}.$$

The first factor is the squared Mie frequency, and $R^3/a^3$ is the fraction of electrons inside the background. The theorems below establish the same rule for every continuously differentiable, compactly supported radial density with $N>0$; the sharp edge is a limit of such profiles.

In time-dependent density functional theory, this gives an estimate of how spill-out red-shifts the dipole resonance of a metal cluster, within the spherical jellium model and for a cloud that moves rigidly.

## Counting the electrons

```lean
import Mathlib

open MeasureTheory Set Real

namespace JelliumSpillOut

noncomputable section
```

The file loads Mathlib and opens the namespaces for integrals, sets and real numbers, which is where the short names `Ioi` and `π` come from.

```lean
/-- Number of electrons in the radial density `ρ`. -/
def electronNumber (ρ : ℝ → ℝ) : ℝ := 4 * π * ∫ r in Ioi (0 : ℝ), ρ r * r ^ 2
```

A density is a function `ρ : ℝ → ℝ` of the radius. The set `Ioi 0` is the open half-line $(0,\infty)$, so this is $N=4\pi\int_0^\infty\rho\,r^2\,dr$. Lean's function also has values at negative $r$, but they do not enter the integral.

```lean
/-- Number of electrons within the jellium radius `R`. -/
def electronsInside (ρ : ℝ → ℝ) (R : ℝ) : ℝ := 4 * π * ∫ r in (0 : ℝ)..R, ρ r * r ^ 2
```

The notation `(0 : ℝ)..R` denotes an integral between two endpoints: $N_{\rm in}=4\pi\int_0^R\rho\,r^2\,dr$.

```lean
/-- Number of electrons spilled out beyond the jellium radius `R`. -/
def spillOut (ρ : ℝ → ℝ) (R : ℝ) : ℝ := 4 * π * ∫ r in Ioi R, ρ r * r ^ 2
```

The remainder is $N_{\rm out}=4\pi\int_R^\infty\rho\,r^2\,dr$. Nothing ties $N$ to the background charge, so neutral and charged clusters are both covered.

## The background and its restoring force

```lean
/-- Squared Mie frequency of a jellium sphere of density `n₀`, in atomic units. -/
def mieSq (n₀ : ℝ) : ℝ := 4 * π * n₀ / 3
```

This is $\omega_{\rm Mie}^2=4\pi n_0/3$, with electron mass and charge set to one.

```lean
/-- The function `g(r)`: `r²` times the radial field of a jellium sphere of density `n₀`
and radius `R`. -/
def jelliumPull (n₀ R r : ℝ) : ℝ := 4 * π * n₀ / 3 * min r R ^ 3
```

Function application binds more tightly than the power, so `min r R ^ 3` means $(\min(r,R))^3$. Thus $g(r)=\frac{4\pi n_0}{3}\min(r,R)^3$, and the radial field of the background is $g(r)/r^2$.

```lean
/-- Squared dipole frequency as an integral of the density gradient against the jellium
field, for a density with nonzero electron number. -/
def dipoleSq (ρ : ℝ → ℝ) (n₀ R : ℝ) : ℝ :=
  -(4 * π / (3 * electronNumber ρ)) * ∫ r in Ioi (0 : ℝ), deriv ρ r * jelliumPull n₀ R r
```

Here `deriv ρ r` is $\rho'(r)$, and the definition reads

$$\omega^2=-\frac{4\pi}{3N}\int_0^\infty\rho'(r)\,g(r)\,dr.$$

The formula is taken as a definition, and it stands for the following physics. Displacing the cloud by $u$ along $z$ changes its density by $-u\,\rho'(r)\cos\theta$. The $z$-component of the background's force on an electron is $-(g/r^2)\cos\theta$. Multiplying the two and integrating over space, with angular integral $\int\cos^2\theta\,d\Omega=4\pi/3$, gives the total force $u\,\frac{4\pi}{3}\int_0^\infty\rho' g\,dr$. Forces among the electrons cancel in this total. Setting it equal to $-N\omega^2u$ gives the definition. The density need not be a Kohn–Sham ground state. The theorems below assume compact support, so the exponential tail of a Kohn–Sham density must be smoothly cut off before they apply as stated. The splitting or damping of a real resonance is not described.

```lean
/-- Gauss's law: `g(r)` is the background charge enclosed within radius `r`. -/
theorem jelliumPull_eq_enclosed_charge (n₀ R r : ℝ) :
    jelliumPull n₀ R r = ∫ s in (0 : ℝ)..(min r R), 4 * π * n₀ * s ^ 2 := by
  rw [intervalIntegral.integral_const_mul, integral_pow]
  unfold jelliumPull
  norm_num
  ring
```

Gauss's law confirms that $g$ has the right form:

$$g(r)=\int_0^{\min(r,R)}4\pi n_0s^2\,ds.$$

The proof evaluates the integral of $s^2$ and compares the two sides.

## From the half-line to a finite interval

```lean
/-- A compactly supported density and its gradient vanish from some radius beyond `R` on. -/
theorem exists_cutoff {ρ : ℝ → ℝ} (hc : HasCompactSupport ρ) (R : ℝ) :
    ∃ L, R < L ∧ ∀ r, L ≤ r → ρ r = 0 ∧ deriv ρ r = 0 := by
  obtain ⟨B, hB⟩ := hc.isCompact.bddAbove
  refine ⟨max B R + 1, by linarith [le_max_right B R], fun r hr => ?_⟩
  have hr' : r ∉ tsupport ρ := fun h => by
    have h1 : r ≤ B := hB h
    linarith [le_max_left B R]
  exact ⟨image_eq_zero_of_notMem_tsupport hr',
    by_contra fun h => hr' (support_deriv_subset (Function.mem_support.mpr h))⟩
```

`HasCompactSupport ρ` says that $\rho$ vanishes outside a bounded region. The lemma supplies a radius $L>R$ from which both $\rho$ and $\rho'$ are zero. The proof takes an upper bound $B$ of the closed support and sets $L=\max(B,R)+1$. The derivative vanishes there too, because its support lies within the closed support of $\rho$.

```lean
/-- A radial integral to infinity stops at the radius beyond which the integrand vanishes. -/
theorem integral_Ioi_cutoff {f : ℝ → ℝ} {a L : ℝ} (h : a ≤ L)
    (hf : ∀ r, L ≤ r → f r = 0) : ∫ r in Ioi a, f r = ∫ r in a..L, f r := by
  rw [intervalIntegral.integral_of_le h]
  refine MeasureTheory.setIntegral_eq_of_subset_of_forall_sdiff_eq_zero measurableSet_Ioi
    Ioc_subset_Ioi_self fun r hr => hf r ?_
  by_contra hlt
  exact hr.2 ⟨hr.1, (not_le.mp hlt).le⟩
```

If $f(r)=0$ for all $r\ge L$, then $\int_a^\infty f\,dr=\int_a^Lf\,dr$ for $a\le L$. Here $a$ is any lower limit. This turns integrals to infinity into integrals over finite intervals, where the fundamental theorem of calculus applies directly.

## Why the boundary terms cancel

```lean
/-- Minus the radial integral of the density gradient times `g` is `n₀` times the number of
electrons inside the jellium sphere. -/
theorem neg_integral_deriv_mul_pull {ρ : ℝ → ℝ} (hρ : ContDiff ℝ 1 ρ)
    (hc : HasCompactSupport ρ) (n₀ : ℝ) {R : ℝ} (hR : 0 ≤ R) :
    -∫ r in Ioi (0 : ℝ), deriv ρ r * jelliumPull n₀ R r = n₀ * electronsInside ρ R := by
  obtain ⟨L, hL, h0⟩ := exists_cutoff hc R
  have hd : ∀ r, HasDerivAt ρ (deriv ρ r) r :=
    fun r => (hρ.differentiable (by simp) r).hasDerivAt
  have hdc : Continuous (deriv ρ) := hρ.continuous_deriv le_rfl
  have hg : Continuous fun r => deriv ρ r * jelliumPull n₀ R r :=
    hdc.mul (by unfold jelliumPull; fun_prop)
  have c1 : Continuous fun r => deriv ρ r * r ^ 3 := hdc.mul (continuous_pow 3)
  have c2 : Continuous fun r => ρ r * (3 * r ^ 2) :=
    hρ.continuous.mul (continuous_const.mul (continuous_pow 2))
  -- inside the sphere the field grows linearly
  have hin : ∫ r in (0 : ℝ)..R, deriv ρ r * jelliumPull n₀ R r
      = 4 * π * n₀ / 3 * ∫ r in (0 : ℝ)..R, deriv ρ r * r ^ 3 := by
    rw [← intervalIntegral.integral_const_mul]
    refine intervalIntegral.integral_congr fun r hr => ?_
    rw [uIcc_of_le hR] at hr
    simp only [jelliumPull, min_eq_left hr.2]
    ring
  -- outside, `g` is constant and the gradient integrates to a boundary term
  have hout : ∫ r in R..L, deriv ρ r * jelliumPull n₀ R r
      = 4 * π * n₀ / 3 * R ^ 3 * (ρ L - ρ R) := by
    rw [← intervalIntegral.integral_eq_sub_of_hasDerivAt (fun r _ => hd r)
      (hdc.intervalIntegrable R L), ← intervalIntegral.integral_const_mul]
    refine intervalIntegral.integral_congr fun r hr => ?_
    rw [uIcc_of_le hL.le] at hr
    simp only [jelliumPull, min_eq_right hr.1]
    ring
  -- integration by parts inside the sphere
  have key : ∫ r in (0 : ℝ)..R, (deriv ρ r * r ^ 3 + ρ r * (3 * r ^ 2))
      = ρ R * R ^ 3 - ρ 0 * 0 ^ 3 :=
    intervalIntegral.integral_eq_sub_of_hasDerivAt (f := fun r => ρ r * r ^ 3)
      (fun r _ => ((hd r).fun_mul (hasDerivAt_pow 3 r)).congr_deriv (by norm_num))
      ((c1.add c2).intervalIntegrable 0 R)
  have h3 : ∫ r in (0 : ℝ)..R, ρ r * (3 * r ^ 2) = 3 * ∫ r in (0 : ℝ)..R, ρ r * r ^ 2 := by
    rw [← intervalIntegral.integral_const_mul]
    refine intervalIntegral.integral_congr fun r _ => ?_
    ring
  rw [intervalIntegral.integral_add (c1.intervalIntegrable 0 R)
    (c2.intervalIntegrable 0 R), h3] at key
  rw [integral_Ioi_cutoff (hR.trans hL.le) (fun r hr => by simp [(h0 r hr).2]),
    ← intervalIntegral.integral_add_adjacent_intervals (hg.intervalIntegrable 0 R)
      (hg.intervalIntegrable R L), hin, hout, (h0 L le_rfl).1]
  unfold electronsInside
  linear_combination (-(4 * π * n₀ / 3)) * key
```

The hypothesis `ContDiff ℝ 1 ρ` means that $\rho$ is continuously differentiable. The conclusion is

$$-\int_0^\infty\rho' g\,dr=n_0N_{\rm in}.$$

To derive it by hand, cut the integral off at $L$ and split it at $R$, where $g$ has its kink:

$$\int_0^\infty\rho' g\,dr=\frac{4\pi n_0}{3}\left[\int_0^R\rho' r^3\,dr+R^3\int_R^L\rho'\,dr\right].$$

Since $\rho(L)=0$, the outer part is

$$R^3\int_R^L\rho'\,dr=R^3\bigl(\rho(L)-\rho(R)\bigr)=-R^3\rho(R).$$

For the inner part, integrate $(\rho r^3)'=\rho' r^3+3\rho r^2$ from $0$ to $R$:

$$\int_0^R\rho' r^3\,dr=R^3\rho(R)-3\int_0^R\rho\,r^2\,dr.$$

The two terms in $R^3\rho(R)$ cancel. What remains is $-4\pi n_0\int_0^R\rho\,r^2\,dr=-n_0N_{\rm in}$, and changing the sign gives the claim.

The Lean proof has the same parts. `hin` and `hout` evaluate $\min(r,R)$ on the two intervals, and `hout` also integrates $\rho'$. `key` is the integrated product rule, and `h3` takes the factor 3 out of its second integral. The last line, `linear_combination`, adds the right multiple of `key` and leaves an algebraic identity. Neither $\rho\ge0$ nor $n_0>0$ is needed here.

```lean
/-- Every electron is either inside the jellium sphere or spilled out. -/
theorem electronNumber_eq_inside_add_spillOut {ρ : ℝ → ℝ} (hρ : Continuous ρ)
    (hc : HasCompactSupport ρ) {R : ℝ} (hR : 0 ≤ R) :
    electronNumber ρ = electronsInside ρ R + spillOut ρ R := by
  obtain ⟨L, hL, h0⟩ := exists_cutoff hc R
  have hf : Continuous fun r => ρ r * r ^ 2 := hρ.mul (continuous_pow 2)
  have hz : ∀ r, L ≤ r → ρ r * r ^ 2 = 0 := fun r hr => by simp [(h0 r hr).1]
  unfold electronNumber electronsInside spillOut
  rw [integral_Ioi_cutoff (hR.trans hL.le) hz, integral_Ioi_cutoff hL.le hz,
    ← intervalIntegral.integral_add_adjacent_intervals (hf.intervalIntegrable 0 R)
      (hf.intervalIntegrable R L)]
  ring
```

This is $N=N_{\rm in}+N_{\rm out}$. By hand, one splits the integral of $\rho r^2$ at $R$. Lean first cuts both half-line integrals off at the same $L$, then joins the adjacent intervals.

## The spill-out formula

```lean
/-- Spill-out formula: the squared dipole frequency is the squared Mie frequency times the
fraction of electrons inside the jellium sphere, or one minus the spilled-out fraction. -/
theorem dipoleSq_eq_mieSq_mul_fraction {ρ : ℝ → ℝ} (hρ : ContDiff ℝ 1 ρ)
    (hc : HasCompactSupport ρ) (hN : 0 < electronNumber ρ) (n₀ : ℝ) {R : ℝ} (hR : 0 ≤ R) :
    dipoleSq ρ n₀ R = mieSq n₀ * (electronsInside ρ R / electronNumber ρ) ∧
    dipoleSq ρ n₀ R = mieSq n₀ * (1 - spillOut ρ R / electronNumber ρ) := by
  have h1 : dipoleSq ρ n₀ R = mieSq n₀ * (electronsInside ρ R / electronNumber ρ) := by
    have h := neg_integral_deriv_mul_pull hρ hc n₀ hR
    unfold dipoleSq mieSq
    rw [neg_mul, ← mul_neg, h]
    field_simp
  have h2 : electronsInside ρ R / electronNumber ρ
      = 1 - spillOut ρ R / electronNumber ρ := by
    have hs := electronNumber_eq_inside_add_spillOut hρ.continuous hc hR
    rw [eq_sub_iff_add_eq, ← add_div, ← hs, div_self hN.ne']
  exact ⟨h1, h2 ▸ h1⟩
```

The symbol `∧` means "and". For $N>0$ and $R\ge0$, the theorem states both

$$\omega^2=\omega_{\rm Mie}^2\,\frac{N_{\rm in}}{N}\qquad\text{and}\qquad\omega^2=\omega_{\rm Mie}^2\left(1-\frac{N_{\rm out}}{N}\right).$$

For the first, insert the integral just found into the definition:

$$\omega^2=\frac{4\pi}{3N}\,n_0N_{\rm in}=\frac{4\pi n_0}{3}\,\frac{N_{\rm in}}{N}.$$

For the second, divide $N_{\rm in}=N-N_{\rm out}$ by $N$. These steps are `h1` and `h2` in the proof.

The case $R=0$ is allowed. There is then no background charge and no electron inside, so $\omega^2=0$: nothing pulls the displaced cloud back. At the other extreme, if the whole cloud fits within $R$, the formula returns the Mie value exactly.

## When the shift is strict

```lean
/-- Electrons have spilled out exactly when the density is positive somewhere beyond `R`. -/
theorem spillOut_pos_iff {ρ : ℝ → ℝ} (hρ : Continuous ρ) (hc : HasCompactSupport ρ)
    (hpos : ∀ r, 0 < r → 0 ≤ ρ r) {R : ℝ} (hR : 0 ≤ R) :
    0 < spillOut ρ R ↔ ∃ r, R < r ∧ 0 < ρ r := by
  constructor
  · intro h
    by_contra hne
    push Not at hne
    have hz : ∫ r in Ioi R, ρ r * r ^ 2 = 0 :=
      setIntegral_eq_zero_of_forall_eq_zero fun r hr => by
        rw [le_antisymm (hne r hr) (hpos r (hR.trans_lt hr)), zero_mul]
    simp [spillOut, hz] at h
  · rintro ⟨r, hr, hρr⟩
    obtain ⟨L, hL, h0⟩ := exists_cutoff hc r
    have hRL : R < L := hr.trans hL
    have hr0 : 0 < r := hR.trans_lt hr
    unfold spillOut
    rw [integral_Ioi_cutoff hRL.le (fun s hs => by simp [(h0 s hs).1])]
    refine mul_pos (by positivity) (intervalIntegral.integral_pos hRL
      (hρ.mul (continuous_pow 2)).continuousOn (fun s hs => ?_)
      ⟨r, ⟨hr.le, hL.le⟩, by positivity⟩)
    exact mul_nonneg (hpos s (hR.trans_lt hs.1)) (sq_nonneg s)
```

The double arrow `↔` means "if and only if", and `∃` means "there exists". For a continuous density that is nonnegative at positive radii, $N_{\rm out}>0$ exactly when $\rho(r)>0$ at some $r>R$.

In one direction, suppose that $\rho$ is positive nowhere beyond $R$. Being nonnegative, it is zero there, and so is $N_{\rm out}$. In the other direction, a continuous density that is positive at one point stays positive on a small interval around it. The integrand $\rho r^2$ is nowhere negative beyond $R$, so nothing can compensate for that contribution. Lean uses `intervalIntegral.integral_pos` for this last argument, with the cutoff chosen beyond the point where $\rho$ is positive.

```lean
/-- Red shift: the squared dipole frequency never exceeds the squared Mie frequency, and is
strictly smaller exactly when the density is positive somewhere beyond `R`. -/
theorem dipole_red_shift {ρ : ℝ → ℝ} (hρ : ContDiff ℝ 1 ρ) (hc : HasCompactSupport ρ)
    (hpos : ∀ r, 0 < r → 0 ≤ ρ r) (hN : 0 < electronNumber ρ)
    {n₀ R : ℝ} (hn : 0 < n₀) (hR : 0 ≤ R) :
    dipoleSq ρ n₀ R ≤ mieSq n₀ ∧
    (dipoleSq ρ n₀ R < mieSq n₀ ↔ ∃ r, R < r ∧ 0 < ρ r) := by
  have hm : 0 < mieSq n₀ := by unfold mieSq; positivity
  have hS : 0 ≤ spillOut ρ R := by
    unfold spillOut
    exact mul_nonneg (by positivity) (setIntegral_nonneg measurableSet_Ioi fun r hr =>
      mul_nonneg (hpos r (hR.trans_lt hr)) (sq_nonneg r))
  -- the shift is the Mie value times the spilled-out fraction
  have hshift : mieSq n₀ - dipoleSq ρ n₀ R
      = mieSq n₀ * (spillOut ρ R / electronNumber ρ) := by
    rw [(dipoleSq_eq_mieSq_mul_fraction hρ hc hN n₀ hR).2]
    ring
  constructor
  · have h := mul_nonneg hm.le (div_nonneg hS hN.le)
    linarith
  · rw [← spillOut_pos_iff hρ.continuous hc hpos hR, ← sub_pos, hshift,
      mul_pos_iff_of_pos_left hm, div_pos_iff_of_pos_right hN]

end

end JelliumSpillOut
```

With $\rho\ge0$ at positive radii, $N>0$, $n_0>0$ and $R\ge0$, the squared dipole frequency never exceeds the squared Mie frequency. It is strictly smaller exactly when some density lies beyond $R$. Both statements follow from

$$\omega_{\rm Mie}^2-\omega^2=\omega_{\rm Mie}^2\,\frac{N_{\rm out}}{N},$$

which is `hshift` in the proof. The right-hand side is nonnegative because $N_{\rm out}\ge0$, and it is positive exactly when $N_{\rm out}>0$. The preceding theorem translates that condition into one on the density.

The sign condition on $\rho$ matters. For $R>0$, take a smooth profile with a positive bump inside the sphere that integrates to $N_{\rm in}=2$, and a negative bump outside that integrates to $N_{\rm out}=-1$. Then $N=1$ is still positive, but the spill-out formula gives $\omega^2=2\,\omega_{\rm Mie}^2$, a blue shift. A true electron density is never negative, so this profile is not a physical one; it only shows that the inequality needs a sign condition.

```lean
#print axioms JelliumSpillOut.jelliumPull_eq_enclosed_charge
#print axioms JelliumSpillOut.dipoleSq_eq_mieSq_mul_fraction
#print axioms JelliumSpillOut.dipole_red_shift
```

```
'JelliumSpillOut.jelliumPull_eq_enclosed_charge' depends on axioms: [propext, Classical.choice, Quot.sound]
'JelliumSpillOut.dipoleSq_eq_mieSq_mul_fraction' depends on axioms: [propext, Classical.choice, Quot.sound]
'JelliumSpillOut.dipole_red_shift' depends on axioms: [propext, Classical.choice, Quot.sound]
```
